# A strict local minimum of the real restricted Hartree-Fock energy that is not the global one

In a two-orbital closed-shell model with $h_1=0$, $h_2=-\tfrac14$, $J_{11}=J_{22}=J_{12}=1$ and $K=\tfrac12$, the restricted energy of a real occupied orbital, as a function of the rotation angle $q$, is

$$E(q)=1+\tfrac32\sin^2 q-2\sin^4 q .$$

The determinant at $q=0$ has energy $1$, a positive orbital-energy gap of $\tfrac14$, and is a strict local minimum under real rotations. The global minimum is nevertheless $\tfrac12$, reached at $q=\pi/2$ and, more generally, exactly where $\cos q=0$.

## Two electrons in one rotating orbital

Let $\varphi_1,\varphi_2$ be real orthonormal orbitals of different symmetry, meaning that one is even and the other odd under some symmetry operation of the system, as for a $\sigma_g$ and a $\sigma_u$ orbital. The core Hamiltonian is then diagonal, with elements $h_1,h_2$. The nonzero repulsion integrals are the Coulomb integrals $J_{11},J_{22},J_{12}$ and the exchange integral $K=(12|12)$. Both electrons occupy

$$\varphi(q)=\cos q\,\varphi_1+\sin q\,\varphi_2 .$$

Every real normalised orbital in this two-dimensional space has this form. Angles differing by $\pi$ change only the sign of the orbital, so all angles with $\cos q=0$ describe the same determinant, with $\varphi_2$ doubly occupied.

For this one-parameter model, the result shows that a stability test by small real restricted rotations can succeed at a solution that lies above another one.

## What the Lean statement says

A `TwoOrbital` holds the six integrals as real numbers. Lean's indices `0` and `1` in `Fin 2` stand for $\varphi_1$ and $\varphi_2$. The functions `core` and `eri` turn the six numbers into full tensors, with `eri M i j k l` meaning $(ij|kl)$ in charge-cloud order. The functions `energy` and `fock` are the closed-shell contractions of these tensors with the coefficients of $\varphi(q)$.

The main theorem, `local_not_global`, states the gap, the two energies, the strict local minimum and the global minimum together. The expression `∀ᶠ q in 𝓝[≠] (0 : ℝ)` means "for all $q\neq0$ sufficiently close to $0$".

The integrals are chosen parameters, not values computed from actual orbitals, and the closed-shell energy expression is taken as a definition. The choice $J_{11}=J_{22}=J_{12}$ is an idealised limit: for actual orbitals with different densities, $J_{12}<\tfrac12(J_{11}+J_{22})$, because $J_{11}+J_{22}-2J_{12}$ is the Coulomb self-repulsion of $\varphi_1^2-\varphi_2^2$. Lowering $J_{12}$ slightly removes the equality and keeps the positive gap, the strict local minimum at $q=0$ and the lower minimum at $q=\pi/2$. The minimum is global among real restricted determinants in this two-orbital space; unrestricted and complex orbitals are not covered by the theorems. The restriction to real orbitals matters: the complex orbital $\cos q\,\varphi_1+i\sin q\,\varphi_2$ has density $\cos^2 q\,\varphi_1^2+\sin^2 q\,\varphi_2^2$, and with the chosen integrals its closed-shell energy is $1-\tfrac12\sin^2 q$, so $q=0$ is not a minimum against complex rotations.

## The energy as a quadratic in $\sin^2 q$

Write $s=\sin q$ and $c=\cos q$. The mixed Coulomb terms occur twice and the exchange terms four times, so

$$E=2(h_1c^2+h_2s^2)+J_{11}c^4+J_{22}s^4+(2J_{12}+4K)c^2s^2 .$$

Substituting $c^2=1-s^2$ gives

$$E(q)=2h_1+J_{11}+2a\,s^2-b\,s^4,$$

$$a=h_2-h_1-J_{11}+J_{12}+2K,\qquad b=2J_{12}+4K-J_{11}-J_{22}.$$

For the chosen integrals, $a=\tfrac34$ and $b=2$, which gives the energy stated at the start.

## The gap and the curvature

At $q=0$ the Fock matrix is $F_{ij}=h_{ij}+2(ij|11)-(i1|j1)$. Its off-diagonal elements vanish by symmetry, and

$$F_{11}=h_1+J_{11},\qquad F_{22}=h_2+2J_{12}-K .$$

The gap is therefore

$$\Delta=h_2+2J_{12}-K-h_1-J_{11}=-\tfrac14+2-\tfrac12-0-1=\tfrac14 .$$

The curvature is a different quantity: $E''(0)=4a$, with $a=\Delta+3K-J_{12}$.

## Comparing the two determinants

Near $q=0$,

$$E(q)-E(0)=s^2(2a-b\,s^2).$$

If $a>0$, the bracket is positive for small $s$, and $s^2>0$ for small nonzero $q$. Hence $q=0$ is a strict local minimum.

At the other end $E(\pi/2)=2h_1+J_{11}+2a-b$, so

$$E(q)-E(\pi/2)=b(1-s^4)-2a(1-s^2)=c^2\bigl(b(1+s^2)-2a\bigr).$$

If also $2a<b$, then $b>0$ and the bracket is at least $b-2a>0$. The difference is nonnegative and vanishes only for $c=0$. Here $2a=\tfrac32<2=b$, and $E(\pi/2)=1+\tfrac32-2=\tfrac12$.

Completing the square gives the barrier between the minima along real rotations:

$$E(q)=\tfrac{41}{32}-2\bigl(s^2-\tfrac38\bigr)^2 .$$

The top lies at $s^2=\tfrac38$, which is $\tfrac9{32}$ above the local minimum.

## Two changes of one integral

A positive gap cannot replace the condition $a>0$. Lower $K$ to $\tfrac1{16}$ and keep the other integrals. The gap grows to $\tfrac{11}{16}$, but $a=-\tfrac18$ and $E=1-\tfrac14s^2-\tfrac14s^4$, so $q=0$ is a maximum.

Without $2a<b$, the determinant at $\pi/2$ need not be lowest. With $h_2=+\tfrac14$ and the original values otherwise, $2a=\tfrac52>b=2$, and $E(\pi/2)=\tfrac32$ lies above $E(0)=1$.

## The complete Lean file

```lean
import Mathlib

open Filter Topology

namespace RestrictedLocalMinimum

noncomputable section

/-- The integrals of two real orbitals of different symmetry: orbital energies of the core
Hamiltonian, Coulomb integrals and the exchange integral. -/
structure TwoOrbital where
  h1 : ℝ
  h2 : ℝ
  J11 : ℝ
  J22 : ℝ
  J12 : ℝ
  K : ℝ

/-- Matrix elements of the core Hamiltonian, diagonal by symmetry. -/
def core (M : TwoOrbital) (i j : Fin 2) : ℝ :=
  if i = j then (if i = 0 then M.h1 else M.h2) else 0

/-- Two-electron repulsion integrals `(ij|kl)` in charge-cloud order. -/
def eri (M : TwoOrbital) (i j k l : Fin 2) : ℝ :=
  if i = j ∧ k = l then
    (if i = k then (if i = 0 then M.J11 else M.J22) else M.J12)
  else if (i = k ∧ j = l) ∨ (i = l ∧ j = k) then M.K else 0

/-- The occupied orbital, obtained by rotating the first orbital towards the second by `q`. -/
def orbital (q : ℝ) : Fin 2 → ℝ := ![Real.cos q, Real.sin q]

/-- The restricted Hartree-Fock energy of two electrons in the orbital with angle `q`. -/
def energy (M : TwoOrbital) (q : ℝ) : ℝ :=
  2 * ∑ i, ∑ j, orbital q i * orbital q j * core M i j +
    ∑ i, ∑ j, ∑ k, ∑ l,
      orbital q i * orbital q j * orbital q k * orbital q l * eri M i j k l

/-- The closed-shell Fock matrix built from the doubly occupied orbital with angle `q`. -/
def fock (M : TwoOrbital) (q : ℝ) (i j : Fin 2) : ℝ :=
  core M i j +
    ∑ k, ∑ l, orbital q k * orbital q l * (2 * eri M i j k l - eri M i k j l)

/-- Half the coefficient of `sin² q` in the restricted energy. -/
def stiffness (M : TwoOrbital) : ℝ := M.h2 - M.h1 - M.J11 + M.J12 + 2 * M.K

/-- Minus the coefficient of `sin⁴ q` in the restricted energy. -/
def softening (M : TwoOrbital) : ℝ := 2 * M.J12 + 4 * M.K - M.J11 - M.J22

/-- The restricted energy is a quadratic polynomial in `sin² q`. -/
theorem energy_eq (M : TwoOrbital) (q : ℝ) :
    energy M q = 2 * M.h1 + M.J11 + 2 * stiffness M * Real.sin q ^ 2
      - softening M * Real.sin q ^ 4 := by
  have hc : Real.cos q ^ 2 = 1 - Real.sin q ^ 2 := by
    linarith [Real.sin_sq_add_cos_sq q]
  simp [energy, core, eri, orbital, stiffness, softening, Fin.sum_univ_two]
  -- eliminate the cosine by normalisation of the orbital
  linear_combination (2 * M.h1 + M.J11 * (Real.cos q ^ 2 + 1 - Real.sin q ^ 2)
    + 2 * Real.sin q ^ 2 * (M.J12 + 2 * M.K)) * hc

/-- With the first orbital doubly occupied, the Fock matrix is diagonal, and the gap between the
empty and the occupied orbital energy is `h2 + 2 J12 - K - h1 - J11`. -/
theorem fock_gap (M : TwoOrbital) :
    fock M 0 0 1 = 0 ∧ fock M 0 1 0 = 0 ∧
      fock M 0 1 1 - fock M 0 0 0 = M.h2 + 2 * M.J12 - M.K - M.h1 - M.J11 := by
  refine ⟨?_, ?_, ?_⟩
  · simp [fock, core, eri, orbital, Fin.sum_univ_two]
  · simp [fock, core, eri, orbital, Fin.sum_univ_two]
  · simp [fock, core, eri, orbital, Fin.sum_univ_two]
    ring

/-- If the coefficient of `sin² q` is positive, every sufficiently small nonzero rotation of the
occupied orbital raises the restricted energy. -/
theorem strict_local_min (M : TwoOrbital) (ha : 0 < stiffness M) :
    ∀ᶠ q in 𝓝[≠] (0 : ℝ), energy M 0 < energy M q := by
  have hc : Continuous fun q : ℝ => softening M * Real.sin q ^ 2 := by fun_prop
  have h1 : ∀ᶠ q in 𝓝 (0 : ℝ), softening M * Real.sin q ^ 2 < 2 * stiffness M :=
    hc.continuousAt.eventually_lt continuousAt_const (by simpa using ha)
  have h2 : Set.Ioo (-Real.pi) Real.pi ∈ 𝓝 (0 : ℝ) :=
    Ioo_mem_nhds (neg_lt_zero.2 Real.pi_pos) Real.pi_pos
  filter_upwards [mem_nhdsWithin_of_mem_nhds h1, mem_nhdsWithin_of_mem_nhds h2,
    self_mem_nhdsWithin] with q hq hI hne
  have hs : Real.sin q ≠ 0 := fun h =>
    hne ((Real.sin_eq_zero_iff_of_lt_of_lt hI.1 hI.2).1 h)
  have hs2 : 0 < Real.sin q ^ 2 := by positivity
  have hq' : softening M * Real.sin q ^ 2 < 2 * stiffness M := hq
  -- the energy change is `sin² q (2a - b sin² q)`
  have hp := mul_pos hs2 (sub_pos.2 hq')
  rw [energy_eq M 0, energy_eq M q, Real.sin_zero]
  nlinarith [hp]

/-- If the `sin⁴ q` term outweighs a positive `sin² q` term, the restricted energy is lowest at
`q = π/2`, and it takes this lowest value only where `cos q = 0`. -/
theorem global_min (M : TwoOrbital) (ha : 0 < stiffness M)
    (hb : 2 * stiffness M < softening M) (q : ℝ) :
    energy M (Real.pi / 2) ≤ energy M q ∧
      (energy M q = energy M (Real.pi / 2) ↔ Real.cos q = 0) := by
  have hc : Real.cos q ^ 2 = 1 - Real.sin q ^ 2 := by
    linarith [Real.sin_sq_add_cos_sq q]
  -- factorise the energy difference
  have key : energy M q - energy M (Real.pi / 2) =
      Real.cos q ^ 2 * (softening M * (1 + Real.sin q ^ 2) - 2 * stiffness M) := by
    rw [energy_eq M q, energy_eq M (Real.pi / 2), Real.sin_pi_div_two]
    linear_combination
      (-(softening M * (1 + Real.sin q ^ 2) - 2 * stiffness M)) * hc
  have hpos : 0 < softening M * (1 + Real.sin q ^ 2) - 2 * stiffness M := by
    have hb0 : 0 ≤ softening M := by linarith
    have := mul_nonneg hb0 (sq_nonneg (Real.sin q))
    linarith
  refine ⟨?_, ?_, ?_⟩
  · have := mul_nonneg (sq_nonneg (Real.cos q)) hpos.le
    linarith
  · intro h
    rw [h, sub_self] at key
    rcases mul_eq_zero.1 key.symm with h0 | h0
    · exact pow_eq_zero_iff (two_ne_zero) |>.1 h0
    · exact absurd h0 hpos.ne'
  · intro h
    rw [h] at key
    linarith

/-- The model with `h1 = 0`, `h2 = -1/4`, `J11 = J22 = J12 = 1` and `K = 1/2`. -/
def model : TwoOrbital := ⟨0, -1 / 4, 1, 1, 1, 1 / 2⟩

/-- The restricted energy of the model as a function of the rotation angle. -/
theorem model_energy (q : ℝ) :
    energy model q = 1 + 3 / 2 * Real.sin q ^ 2 - 2 * Real.sin q ^ 4 := by
  rw [energy_eq]
  norm_num [stiffness, softening, model]

/-- In the model the determinant at `q = 0` has energy 1, a positive orbital-energy gap of 1/4 and
is a strict local minimum, yet the global minimum is 1/2, attained exactly where `cos q = 0`. -/
theorem local_not_global :
    fock model 0 1 1 - fock model 0 0 0 = 1 / 4 ∧
      energy model 0 = 1 ∧
      (∀ᶠ q in 𝓝[≠] (0 : ℝ), energy model 0 < energy model q) ∧
      energy model (Real.pi / 2) = 1 / 2 ∧
      ∀ q, 1 / 2 ≤ energy model q ∧ (energy model q = 1 / 2 ↔ Real.cos q = 0) := by
  have ha : 0 < stiffness model := by norm_num [stiffness, model]
  have hb : 2 * stiffness model < softening model := by
    norm_num [stiffness, softening, model]
  have he : energy model (Real.pi / 2) = 1 / 2 := by
    rw [model_energy, Real.sin_pi_div_two]
    norm_num
  refine ⟨?_, ?_, strict_local_min model ha, he, fun q => ?_⟩
  · rw [(fock_gap model).2.2]
    norm_num [model]
  · rw [model_energy, Real.sin_zero]
    norm_num
  · have h := global_min model ha hb q
    rwa [he] at h

/-- The restricted energy of the model never exceeds 41/32, and it equals this value exactly where
`sin² q = 3/8`. -/
theorem model_barrier (q : ℝ) :
    energy model q ≤ 41 / 32 ∧ (energy model q = 41 / 32 ↔ Real.sin q ^ 2 = 3 / 8) := by
  -- complete the square in `sin² q`
  have key : energy model q = 41 / 32 - 2 * (Real.sin q ^ 2 - 3 / 8) ^ 2 := by
    rw [model_energy]
    ring
  refine ⟨?_, ?_, ?_⟩
  · linarith [sq_nonneg (Real.sin q ^ 2 - 3 / 8)]
  · intro h
    have h0 : (Real.sin q ^ 2 - 3 / 8) ^ 2 = 0 := by linarith
    have h1 := (pow_eq_zero_iff (two_ne_zero)).1 h0
    linarith
  · intro h
    rw [key, h]
    norm_num

end

end RestrictedLocalMinimum
```

```lean
#print axioms RestrictedLocalMinimum.local_not_global
#print axioms RestrictedLocalMinimum.model_barrier
```

```
'RestrictedLocalMinimum.local_not_global' depends on axioms: [propext, Classical.choice, Quot.sound]
'RestrictedLocalMinimum.model_barrier' depends on axioms: [propext, Classical.choice, Quot.sound]
```

## How the proof follows the algebra

The definitions `stiffness` and `softening` are $a$ and $b$. In `energy_eq`, `simp` writes out the sums over the two orbitals, and `linear_combination` eliminates the cosine by adding a suitable multiple of $c^2=1-s^2$. The theorem `fock_gap` evaluates the Fock elements at $q=0$ with `simp`, and `ring` then rearranges the gap.

In `strict_local_min`, continuity gives $b\,s^2<2a$ near zero. Restricting $q$ to $(-\pi,\pi)$ ensures that $\sin q=0$ only at $q=0$. The product of the two positive factors, `hp`, is then the energy difference found above.

In `global_min`, `key` is the factorisation with $c^2$, and `hpos` shows that its bracket is positive. The inequality follows from the sign of the product. For the equality case, a vanishing product forces $c^2=0$, since the other factor is positive.

The theorem `local_not_global` checks $a>0$ and $2a<b$ numerically for `model` and applies these general results. Finally, `model_barrier` proves the completed square as `key`, from which both the upper bound $\tfrac{41}{32}$ and the condition for reaching it follow.
